# For real symmetric $H$, real antisymmetric $G$ and $G^2v=-v$, the energy of $\exp(xG)v$ is $a+d\cos 2x+e\sin 2x$

A scan of a unitary coupled-cluster energy over its amplitude gives values only at the sampled angles, and it leaves open how far below the lowest sample the minimum lies. A gradient search that happens to start at a maximum sees zero slope and stops there. If the norm of the state also changes with the angle, a low value of $\langle\psi,H\psi\rangle$ may only reflect the length of the vector.

For one amplitude $x$, a real symmetric Hamiltonian $H$ and a real antisymmetric generator $G$ with $G^2v=-v$ on the reference $v$, the minimum follows from a formula, without a scan or a gradient search. The norm is constant, and three numbers fix the whole energy curve and its minimum. In electronic structure, this covers one real amplitude for the excitation of a reference determinant to one other determinant in a finite basis.

The condition $G^2v=-v$ says that $G$ rotates $v$ into a second state and then back to $-v$. This happens when $G=\tau-\tau^\dagger$ and $\tau$ excites a reference determinant to one other determinant.

## States, energies and the three coefficients

States are real vectors on a finite index set `n`, and operators are real square matrices. In the code, `*ᵥ` applies a matrix to a vector and `⬝ᵥ` is the real scalar product.

```lean
import Mathlib

open Matrix
open scoped Matrix.Norms.Operator

namespace UnitaryCCLandscape

noncomputable section

variable {n : Type*} [Fintype n]
```

The trial state is $\psi(x)=\cos x\,v+\sin x\,w$, with $w=Gv$.

```lean
/-- The trial state `cos x · v + sin x · G v` built from a reference `v` and a generator `G`. -/
def trial (G : Matrix n n ℝ) (v : n → ℝ) (x : ℝ) : n → ℝ :=
  Real.cos x • v + Real.sin x • (G *ᵥ v)
```

The energy is the quadratic form $E(\psi)=\psi\cdot H\psi$, without division by the squared norm.

```lean
/-- The quadratic form `⟨ψ, H ψ⟩` of a real Hamiltonian. -/
def energy (H : Matrix n n ℝ) (ψ : n → ℝ) : ℝ := ψ ⬝ᵥ (H *ᵥ ψ)
```

Three coefficients describe the curve:

$$a=\tfrac12\big(E(v)+E(w)\big),\qquad d=\tfrac12\big(E(v)-E(w)\big),\qquad e=v\cdot Hw.$$

They are `meanCoeff`, `diffCoeff` and `couplingCoeff`.

```lean
/-- Half the sum of the energies of `v` and `G v`. -/
def meanCoeff (H G : Matrix n n ℝ) (v : n → ℝ) : ℝ :=
  (energy H v + energy H (G *ᵥ v)) / 2

/-- Half the difference of the energies of `v` and `G v`. -/
def diffCoeff (H G : Matrix n n ℝ) (v : n → ℝ) : ℝ :=
  (energy H v - energy H (G *ᵥ v)) / 2

/-- The Hamiltonian matrix element between `v` and `G v`. -/
def couplingCoeff (H G : Matrix n n ℝ) (v : n → ℝ) : ℝ := v ⬝ᵥ (H *ᵥ (G *ᵥ v))
```

The amplitude of the oscillation is $R=\sqrt{d^2+e^2}$.

```lean
/-- The amplitude `√(d² + e²)` of the energy oscillation. -/
def amplitude (H G : Matrix n n ℝ) (v : n → ℝ) : ℝ :=
  Real.sqrt (diffCoeff H G v ^ 2 + couplingCoeff H G v ^ 2)
```

## (a) Moving a matrix across the scalar product

**Task.** Show that $u\cdot Aw=(A^Tu)\cdot w$ for a real matrix $A$ and any vectors $u,w$.

**Solution.** Exchange the two finite sums:

$$\sum_i u_i\sum_j A_{ij}w_j=\sum_j\Big(\sum_i A_{ij}u_i\Big)w_j .$$

The bracket is $(A^Tu)_j$. The Lean proof makes the same move with two library identities.

```lean
/-- A real matrix moves to the other side of the scalar product as its transpose. -/
theorem dot_mulVec_transpose (A : Matrix n n ℝ) (u w : n → ℝ) :
    u ⬝ᵥ (A *ᵥ w) = (Aᵀ *ᵥ u) ⬝ᵥ w := by
  rw [Matrix.dotProduct_mulVec, Matrix.mulVec_transpose]
```

## (b) The energy as a sinusoid in $2x$

**Task.** For symmetric $H$ and arbitrary $G$, show that $E(\psi(x))=a+d\cos2x+e\sin2x$.

**Solution.** Expanding the quadratic form gives

$$E(\psi(x))=\cos^2x\,E(v)+\cos x\sin x\,(v\cdot Hw+w\cdot Hv)+\sin^2x\,E(w).$$

By (a) and $H^T=H$, $w\cdot Hv=(Hw)\cdot v=e$, so the middle term is $2e\cos x\sin x=e\sin2x$. With $\cos^2x=\frac12(1+\cos2x)$ and $\sin^2x=\frac12(1-\cos2x)$, the other two terms become $a+d\cos2x$.

In Lean, `hs` is the equality of the two off-diagonal elements. The `simp only` call expands the form and the double angles, and `linear_combination` finishes with $\sin^2x+\cos^2x=1$. The hypothesis `hH` is the symmetry of $H$; nothing is assumed about $G$.

```lean
/-- For a symmetric Hamiltonian the energy of the trial state is
`a + d cos 2x + e sin 2x`. -/
theorem energy_trial {H : Matrix n n ℝ} (hH : Hᵀ = H) (G : Matrix n n ℝ) (v : n → ℝ) (x : ℝ) :
    energy H (trial G v x) = meanCoeff H G v + diffCoeff H G v * Real.cos (2 * x)
      + couplingCoeff H G v * Real.sin (2 * x) := by
  -- the two off-diagonal matrix elements agree
  have hs : (G *ᵥ v) ⬝ᵥ (H *ᵥ v) = v ⬝ᵥ (H *ᵥ (G *ᵥ v)) := by
    rw [dot_mulVec_transpose, hH, dotProduct_comm]
  have hcs := Real.sin_sq_add_cos_sq x
  simp only [meanCoeff, diffCoeff, couplingCoeff, energy, trial, Matrix.mulVec_add,
    Matrix.mulVec_smul, dotProduct_add, add_dotProduct, dotProduct_smul, smul_dotProduct,
    smul_eq_mul, hs, Real.cos_two_mul, Real.sin_two_mul]
  linear_combination ((G *ᵥ v) ⬝ᵥ (H *ᵥ (G *ᵥ v))) * hcs
```

## (c) The angles at which the energy is $a-R$

**Task.** Show that $E(\psi(x))=a-R$ exactly when $R\cos2x=-d$ and $R\sin2x=-e$.

**Solution.** Write $C=\cos2x$ and $S=\sin2x$. Since $C^2+S^2=1$ and $R^2=d^2+e^2$,

$$(RC+d)^2+(RS+e)^2=2R^2+2R(dC+eS)=2R\,(R+dC+eS).$$

If the energy is $a-R$, then (b) gives $dC+eS=-R$. The right-hand side vanishes, and so does each square on the left. Conversely, inserting $d=-RC$ and $e=-RS$ gives $dC+eS=-R(C^2+S^2)=-R$. If $R=0$, the curve is flat and every angle qualifies.

The `generalize` lines replace the coefficients and trigonometric values by letters, which leaves this algebra. The fact `h0` is the vanishing sum of squares.

```lean
/-- The energy at `x` equals `a - √(d² + e²)` exactly when `(cos 2x, sin 2x)`, scaled by the
amplitude, is `(-d, -e)`. -/
theorem energy_eq_min_iff {H : Matrix n n ℝ} (hH : Hᵀ = H) (G : Matrix n n ℝ) (v : n → ℝ)
    (x : ℝ) :
    energy H (trial G v x) = meanCoeff H G v - amplitude H G v ↔
      amplitude H G v * Real.cos (2 * x) = -diffCoeff H G v ∧
      amplitude H G v * Real.sin (2 * x) = -couplingCoeff H G v := by
  rw [energy_trial hH]
  have hR : amplitude H G v ^ 2 = diffCoeff H G v ^ 2 + couplingCoeff H G v ^ 2 :=
    Real.sq_sqrt (by positivity)
  have hcs := Real.sin_sq_add_cos_sq (2 * x)
  generalize amplitude H G v = R at *
  generalize diffCoeff H G v = d at *
  generalize couplingCoeff H G v = e at *
  generalize Real.cos (2 * x) = c at *
  generalize Real.sin (2 * x) = s at *
  constructor
  · intro h
    -- at the minimum a sum of two squares vanishes
    have h0 : (R * c + d) ^ 2 + (R * s + e) ^ 2 = 0 := by
      linear_combination R ^ 2 * hcs + 2 * R * h - hR
    have h1 : (R * c + d) ^ 2 = 0 := by
      linarith [sq_nonneg (R * c + d), sq_nonneg (R * s + e)]
    have h2 : (R * s + e) ^ 2 = 0 := by
      linarith [sq_nonneg (R * c + d), sq_nonneg (R * s + e)]
    have h3 := pow_eq_zero_iff (two_ne_zero) |>.mp h1
    have h4 := pow_eq_zero_iff (two_ne_zero) |>.mp h2
    constructor <;> linarith
  · rintro ⟨h1, h2⟩
    linear_combination c * h1 + s * h2 - R * hcs
```

## (d) The minimum over the angle

**Task.** Show that $a-R$ is the least value of $E(\psi(x))$ over all real $x$, and that it is attained.

**Solution.** For the lower bound, use

$$(dC+eS)^2+(dS-eC)^2=(d^2+e^2)(C^2+S^2)=R^2 .$$

Hence $|dC+eS|\le R$, and (b) gives $E(\psi(x))\ge a-R$. To attain the bound, let $\theta$ be a polar angle of the point $(-d,-e)$, so that $R\cos\theta=-d$ and $R\sin\theta=-e$. Then $x=\theta/2$ meets the condition in (c).

`IsLeast` states that the value belongs to the set of energies and bounds it from below. The proof treats these two claims in that order. It takes $\theta$ as the argument of the complex number `z`, whose modulus is $R$. For a general $G$ this is the minimum of the quadratic form, and the norm may still vary with $x$.

```lean
/-- The least energy over all angles is `a - √(d² + e²)`, and it is attained. -/
theorem isLeast_energy {H : Matrix n n ℝ} (hH : Hᵀ = H) (G : Matrix n n ℝ) (v : n → ℝ) :
    IsLeast (Set.range fun x => energy H (trial G v x))
      (meanCoeff H G v - amplitude H G v) := by
  constructor
  · -- half the polar angle of (-d, -e) is a minimiser
    let z : ℂ := ⟨-diffCoeff H G v, -couplingCoeff H G v⟩
    have hz : ‖z‖ ^ 2 = diffCoeff H G v ^ 2 + couplingCoeff H G v ^ 2 := by
      rw [Complex.sq_norm, Complex.normSq_apply]
      simp only [z]
      ring
    have hR : amplitude H G v = ‖z‖ := by
      rw [amplitude, ← hz, Real.sqrt_sq (norm_nonneg _)]
    refine ⟨Complex.arg z / 2, (energy_eq_min_iff hH G v _).mpr ?_⟩
    rw [hR, mul_div_cancel₀ _ (two_ne_zero' ℝ)]
    exact ⟨Complex.norm_mul_cos_arg z, Complex.norm_mul_sin_arg z⟩
  · rintro _ ⟨x, rfl⟩
    have hcs := Real.sin_sq_add_cos_sq (2 * x)
    have hb : (diffCoeff H G v * Real.cos (2 * x) + couplingCoeff H G v * Real.sin (2 * x)) ^ 2
        ≤ diffCoeff H G v ^ 2 + couplingCoeff H G v ^ 2 := by
      have h := sq_nonneg
        (diffCoeff H G v * Real.sin (2 * x) - couplingCoeff H G v * Real.cos (2 * x))
      linear_combination h + (diffCoeff H G v ^ 2 + couplingCoeff H G v ^ 2) * hcs
    have h := (abs_le.mp (Real.abs_le_sqrt hb)).1
    change _ ≤ energy H (trial G v x)
    rw [energy_trial hH, amplitude]
    linarith
```

## (e) When the norm is constant

**Task.** Show that $\psi(x)\cdot\psi(x)=v\cdot v$ for all $x$ exactly when $v\cdot w=0$ and $w\cdot w=v\cdot v$.

**Solution.** The squared norm is

$$\psi(x)\cdot\psi(x)=\cos^2x\,(v\cdot v)+2\cos x\sin x\,(v\cdot w)+\sin^2x\,(w\cdot w).$$

If it always equals $v\cdot v$, then $x=\pi/2$ gives $w\cdot w=v\cdot v$. At $x=\pi/4$ we have $\frac12v\cdot v+v\cdot w+\frac12w\cdot w=v\cdot v$, and therefore $v\cdot w=0$. Conversely, the two conditions reduce the expression to $(\cos^2x+\sin^2x)(v\cdot v)=v\cdot v$.

The expansion is `hexp`, and `h1` and `h2` are its values at the two angles.

```lean
/-- The trial state has the norm of `v` at every angle exactly when `G v` is orthogonal to `v`
and has the same length. -/
theorem norm_constant_iff (G : Matrix n n ℝ) (v : n → ℝ) :
    (∀ x, trial G v x ⬝ᵥ trial G v x = v ⬝ᵥ v) ↔
      v ⬝ᵥ (G *ᵥ v) = 0 ∧ (G *ᵥ v) ⬝ᵥ (G *ᵥ v) = v ⬝ᵥ v := by
  have hexp : ∀ x, trial G v x ⬝ᵥ trial G v x = Real.cos x ^ 2 * (v ⬝ᵥ v)
      + 2 * Real.cos x * Real.sin x * (v ⬝ᵥ (G *ᵥ v))
      + Real.sin x ^ 2 * ((G *ᵥ v) ⬝ᵥ (G *ᵥ v)) := by
    intro x
    simp only [trial, dotProduct_add, add_dotProduct, dotProduct_smul, smul_dotProduct,
      smul_eq_mul, dotProduct_comm (G *ᵥ v) v]
    ring
  constructor
  · intro h
    -- the angles π/2 and π/4 suffice
    have h1 := h (Real.pi / 2)
    have h2 := h (Real.pi / 4)
    rw [hexp, Real.cos_pi_div_two, Real.sin_pi_div_two] at h1
    rw [hexp, Real.cos_pi_div_four, Real.sin_pi_div_four] at h2
    have hg : (G *ᵥ v) ⬝ᵥ (G *ᵥ v) = v ⬝ᵥ v := by linear_combination h1
    have hs : Real.sqrt 2 ^ 2 = 2 := Real.sq_sqrt (by norm_num)
    refine ⟨?_, hg⟩
    linear_combination h2 - (v ⬝ᵥ v + (G *ᵥ v) ⬝ᵥ (G *ᵥ v) + 2 * (v ⬝ᵥ (G *ᵥ v))) / 4 * hs
      - hg / 2
  · rintro ⟨h1, h2⟩ x
    rw [hexp, h1, h2]
    linear_combination (v ⬝ᵥ v) * Real.sin_sq_add_cos_sq x
```

## (f) The trial state as an exponential

**Task.** Assume $G^2v=-v$. Show that $\exp(xG)v=\psi(x)$.

**Solution.** The trial state obeys a linear differential equation:

$$G\psi(t)=\cos t\,Gv+\sin t\,G^2v=\cos t\,Gv-\sin t\,v=\psi'(t).$$

Fix $x$ and set $\Phi(t)=\exp((x-t)G)\,\psi(t)$. The product rule gives

$$\Phi'(t)=-\exp((x-t)G)\,G\psi(t)+\exp((x-t)G)\,G\psi(t)=0 .$$

So $\Phi(0)=\Phi(x)$, which reads $\exp(xG)v=\psi(x)$.

`NormedSpace.exp` is the full matrix exponential. The proof places $v$ in every column of a square matrix `V`, so that the product rule for matrices applies. There `h1` differentiates the exponential, `h2` is the differential equation, and `hd` is the zero derivative. The last lines read the vector back from the columns. Antisymmetry of $G$ is not used.

```lean
/-- If `G² v = -v`, the exponential `exp(xG)` applied to `v` is the trial state. -/
theorem exp_mulVec_eq_trial [DecidableEq n] {G : Matrix n n ℝ} {v : n → ℝ}
    (hG : G *ᵥ (G *ᵥ v) = -v) (x : ℝ) :
    NormedSpace.exp (x • G) *ᵥ v = trial G v x := by
  -- store v in every column of a square matrix
  obtain ⟨V, hVdef⟩ : ∃ V : Matrix n n ℝ, V = Matrix.of fun i _ => v i := ⟨_, rfl⟩
  have hV : G * (G * V) = -V := by
    subst hVdef
    ext i j
    exact congrFun hG i
  -- exp((x - t)G) ψ(t) does not depend on t
  have hd : ∀ t : ℝ, HasDerivAt (fun t : ℝ => NormedSpace.exp ((x - t) • G) *
      (Real.cos t • V + Real.sin t • (G * V))) 0 t := by
    intro t
    have h1 := (hasDerivAt_exp_smul_const G (x - t)).comp_const_sub x t
    have h2 : HasDerivAt (fun t : ℝ => Real.cos t • V + Real.sin t • (G * V))
        (G * (Real.cos t • V + Real.sin t • (G * V))) t := by
      refine (((Real.hasDerivAt_cos t).smul_const V).fun_add
        ((Real.hasDerivAt_sin t).smul_const (G * V))).congr_deriv ?_
      rw [mul_add, Matrix.mul_smul, Matrix.mul_smul, hV]
      module
    refine (h1.fun_mul h2).congr_deriv ?_
    rw [neg_mul, mul_assoc, neg_add_cancel]
  have hc := is_const_of_deriv_eq_zero (fun t => (hd t).differentiableAt)
    (fun t => (hd t).deriv) 0 x
  simp only [sub_zero, sub_self, Real.cos_zero, Real.sin_zero, one_smul, zero_smul, add_zero,
    NormedSpace.exp_zero, one_mul] at hc
  subst hVdef
  ext i
  exact congrFun (congrFun hc i) i
```

## (g) The one-amplitude unitary coupled-cluster curve

**Task.** Let $H^T=H$, $G^T=-G$ and $G^2v=-v$. Show that $\exp(xG)v$ has constant norm, that its energy is $a+d\cos2x+e\sin2x$, and that its least energy is $a-R$.

**Solution.** By (f), the state is $\psi(x)$, so (b) and (d) give the energy and its minimum. For the norm, (a) and antisymmetry give

$$v\cdot Gv=(G^Tv)\cdot v=-(Gv)\cdot v,$$

so $v\cdot w=0$. They also give

$$w\cdot w=(G^TGv)\cdot v=-(G^2v)\cdot v=v\cdot v .$$

These are the two conditions in (e).

The hypotheses `hH`, `hA` and `hG` are the three assumptions in the same order. The proof first rewrites every exponential as a trial state, then supplies the two norm conditions and cites the earlier results.

The reference need not be normalised. For $v\ne0$, the energy expectation value is the quadratic form divided by $v\cdot v$, and its minimum over $x$ is $(a-R)/(v\cdot v)$. This is the minimum along one curve of states, which in a larger space can lie above the ground-state energy. Complex amplitudes and several simultaneous amplitudes are not covered.

```lean
/-- For symmetric `H`, antisymmetric `G` and `G² v = -v`, the state `exp(xG) v` has constant norm,
its energy is `a + d cos 2x + e sin 2x`, and the least energy is `a - √(d² + e²)`. -/
theorem unitary_cc_landscape [DecidableEq n] {H G : Matrix n n ℝ} {v : n → ℝ}
    (hH : Hᵀ = H) (hA : Gᵀ = -G) (hG : G *ᵥ (G *ᵥ v) = -v) :
    (∀ x : ℝ, (NormedSpace.exp (x • G) *ᵥ v) ⬝ᵥ (NormedSpace.exp (x • G) *ᵥ v) = v ⬝ᵥ v) ∧
    (∀ x : ℝ, energy H (NormedSpace.exp (x • G) *ᵥ v) = meanCoeff H G v
      + diffCoeff H G v * Real.cos (2 * x) + couplingCoeff H G v * Real.sin (2 * x)) ∧
    IsLeast (Set.range fun x : ℝ => energy H (NormedSpace.exp (x • G) *ᵥ v))
      (meanCoeff H G v - amplitude H G v) := by
  simp only [exp_mulVec_eq_trial hG]
  refine ⟨(norm_constant_iff G v).mpr ⟨?_, ?_⟩, energy_trial hH G v, isLeast_energy hH G v⟩
  · -- an antisymmetric generator has no diagonal expectation value
    have h := dot_mulVec_transpose G v v
    rw [hA, Matrix.neg_mulVec, neg_dotProduct, dotProduct_comm (G *ᵥ v) v] at h
    linarith
  · rw [dot_mulVec_transpose G (G *ᵥ v) v, hA, Matrix.neg_mulVec, hG, neg_neg]
```

## (h) A two-level example

**Task.** Check the hypotheses of (g) for

$$H=\begin{pmatrix}1&2\\2&-1\end{pmatrix},\qquad G=\begin{pmatrix}0&-1\\1&0\end{pmatrix},\qquad v=\begin{pmatrix}1\\0\end{pmatrix},$$

and find the minimum.

**Solution.** $H$ is symmetric and $G$ is antisymmetric. Also $Gv=(0,1)^T$ and $G^2v=(-1,0)^T=-v$. The two energies are $E(v)=1$ and $E(Gv)=-1$, and the coupling is $v\cdot HGv=2$. Hence $a=0$, $d=1$, $e=2$ and $R=\sqrt5$, so that

$$E(\psi(x))=\cos2x+2\sin2x,\qquad \min_xE(\psi(x))=-\sqrt5\approx-2.236 .$$

At the minimum, $\cos2x=-1/\sqrt5$ and $\sin2x=-2/\sqrt5$. One solution is $x\approx-1.017$, with the normalised state $\psi\approx(0.526,-0.851)^T$. The eigenvalues of $H$ are $\pm\sqrt5$, so here the curve reaches the ground state.

The Lean statement covers the three hypotheses, which it verifies entry by entry; the energies and the angle are worked out by hand above.

```lean
/-- The two-level Hamiltonian with rows `(1, 2)` and `(2, -1)`, the generator with rows `(0, -1)`
and `(1, 0)`, and the reference `(1, 0)` meet the hypotheses of the landscape theorem. -/
theorem unitary_cc_landscape_witness :
    (!![1, 2; 2, -1] : Matrix (Fin 2) (Fin 2) ℝ)ᵀ = !![1, 2; 2, -1] ∧
    (!![0, -1; 1, 0] : Matrix (Fin 2) (Fin 2) ℝ)ᵀ = -!![0, -1; 1, 0] ∧
    (!![0, -1; 1, 0] : Matrix (Fin 2) (Fin 2) ℝ) *ᵥ
      ((!![0, -1; 1, 0] : Matrix (Fin 2) (Fin 2) ℝ) *ᵥ ![1, 0]) = -![1, 0] := by
  refine ⟨?_, ?_, ?_⟩
  · ext i j
    fin_cases i <;> fin_cases j <;> simp
  · ext i j
    fin_cases i <;> fin_cases j <;> simp
  · ext i
    fin_cases i <;> simp [Matrix.mulVec, dotProduct, Fin.sum_univ_succ]

end

end UnitaryCCLandscape
```

```lean
#print axioms UnitaryCCLandscape.unitary_cc_landscape
```

```
'UnitaryCCLandscape.unitary_cc_landscape' depends on axioms: [propext, Classical.choice, Quot.sound]
```
